# The tree-level four-photon amplitude vanishes in the 't Hooft–Veltman gauge for transverse photons and nonzero s, t, u

A calculation of light-by-light scattering in the 't Hooft–Veltman gauge can leave out the tree diagrams and start at one loop, provided that the photons are transverse and none of the invariants $s$, $t$, $u$ is zero. The step needs a reason, because in this gauge photons couple directly to each other and four tree diagrams exist. Their sum is zero.

## Four diagrams from a quadratic gauge condition

The gauge-fixing term is $-\frac{1}{2\xi}(\partial\cdot A+\lambda A^2)^2$. Here $A$ is the photon field, $A^2=A\cdot A$, $\xi\neq 0$ is the gauge parameter, and $\lambda$ sets the strength of the nonlinear part of the gauge condition; neither is a physical coupling. Write $\zeta=1/\xi$, and let $g$ be the metric. For incoming momenta the Feynman rules are

- cubic vertex: $-2\lambda\zeta\,(p_1^a g^{bc}+p_2^b g^{ca}+p_3^c g^{ab})$,
- quartic vertex: $-4i\lambda^2\zeta\,(g^{ab}g^{cd}+g^{ac}g^{bd}+g^{ad}g^{bc})$,
- propagator: $D^{ab}(k)=-\dfrac{i}{k^2}\left(g^{ab}-(1-\xi)\dfrac{k^ak^b}{k^2}\right)$.

Four photons enter with momenta $p_1,\dots,p_4$ that sum to zero and polarizations $e_1,\dots,e_4$ with $e_i\cdot p_i=0$. The invariants are $s=(p_1+p_2)^2$, $t=(p_1+p_3)^2$ and $u=(p_1+p_4)^2$.

Take first the diagram in which photons 1 and 2 merge into an internal photon. Let $k=p_1+p_2$, so that the third leg of the vertex carries incoming momentum $-k$. Contracting the vertex with $e_1$ and $e_2$ gives

$$-2\lambda\zeta\left[(e_1\cdot p_1)\,e_2^c+(e_2\cdot p_2)\,e_1^c-(e_1\cdot e_2)\,k^c\right]=2\lambda\zeta\,(e_1\cdot e_2)\,k^c .$$

Transversality removes the first two terms. Since $p_3+p_4=-k$, the vertex at the other end gives $-2\lambda\zeta\,(e_3\cdot e_4)\,k^c$ in the same way.

Both sources point along $k$. On such a vector the propagator gives

$$D k=-\frac{i}{k^2}\left(k-(1-\xi)\frac{k\,k^2}{k^2}\right)=-\frac{i\xi}{k^2}\,k,\qquad k\cdot Dk=-i\xi .$$

The pole has cancelled, and the diagram equals

$$(2\lambda\zeta)(-2\lambda\zeta)(-i\xi)(e_1\cdot e_2)(e_3\cdot e_4)=4i\lambda^2\zeta^2\xi\,(e_1\cdot e_2)(e_3\cdot e_4).$$

The other two exchange diagrams follow by relabelling. With

$$\Sigma=(e_1\cdot e_2)(e_3\cdot e_4)+(e_1\cdot e_3)(e_2\cdot e_4)+(e_1\cdot e_4)(e_2\cdot e_3),$$

the exchanges add up to $4i\lambda^2\zeta^2\xi\,\Sigma$, and the quartic vertex contributes $-4i\lambda^2\zeta\,\Sigma$. The total is

$$4i\lambda^2\zeta\,(\zeta\xi-1)\,\Sigma=0,$$

because $\zeta\xi=1$. The condition $p_i^2=0$ was never used.

## Feynman rules as tensors and index sums

The index type `n` is any finite type, so the number of spacetime dimensions is left open.

```lean
import Mathlib

open Matrix

namespace HooftVeltmanGauge

noncomputable section

variable {n : Type*} [Fintype n] [DecidableEq n]
```

Vectors have upper-index components. The metric is a complex matrix, and `g *ᵥ p` lowers the index of `p`. Complex entries admit circular polarizations; the product contains no complex conjugation, so an outgoing photon enters with its momentum reversed and its polarization already conjugated.

```lean
/-- The product `x·y` of two vectors in the metric `g`. -/
def dot (g : Matrix n n ℂ) (x y : n → ℂ) : ℂ := x ⬝ᵥ (g *ᵥ y)
```

The vertices carry lower indices and the parameter `ζ`.

```lean
/-- The cubic photon vertex for incoming momenta `p₁, p₂, p₃`, with `ζ` standing for `1/ξ`. -/
def cubicVertex (g : Matrix n n ℂ) (lam ζ : ℂ) (p₁ p₂ p₃ : n → ℂ) (a b c : n) : ℂ :=
  -(2 * lam * ζ) * ((g *ᵥ p₁) a * g b c + (g *ᵥ p₂) b * g c a + (g *ᵥ p₃) c * g a b)

/-- The quartic photon vertex, with `ζ` standing for `1/ξ`. -/
def quarticVertex (g : Matrix n n ℂ) (lam ζ : ℂ) (a b c d : n) : ℂ :=
  -(4 * Complex.I * lam ^ 2 * ζ) * (g a b * g c d + g a c * g b d + g a d * g b c)
```

The propagator has upper indices, hence the inverse metric, and carries the parameter `ξ`. There is no $i\epsilon$ term.

```lean
/-- The R-xi photon propagator with upper indices. -/
def propagator (g : Matrix n n ℂ) (ξ : ℂ) (k : n → ℂ) : Matrix n n ℂ :=
  (-Complex.I / dot g k k) • (g⁻¹ - ((1 - ξ) / dot g k k) • vecMulVec k k)
```

A diagram is an explicit sum over indices. `pairSource` is the cubic vertex with two external photons attached, and `exchange` joins two such sources by a propagator.

```lean
/-- The cubic vertex with two legs contracted with external polarizations; the third leg
carries the momentum required by conservation. -/
def pairSource (g : Matrix n n ℂ) (lam ζ : ℂ) (p₁ p₂ e₁ e₂ : n → ℂ) : n → ℂ :=
  fun c => ∑ a, ∑ b, e₁ a * e₂ b * cubicVertex g lam ζ p₁ p₂ (-(p₁ + p₂)) a b c

/-- The diagram in which photons 1, 2 and photons 3, 4 are joined by one internal photon. -/
def exchange (g : Matrix n n ℂ) (lam ζ ξ : ℂ) (p₁ p₂ p₃ p₄ e₁ e₂ e₃ e₄ : n → ℂ) : ℂ :=
  pairSource g lam ζ p₁ p₂ e₁ e₂ ⬝ᵥ
    (propagator g ξ (p₁ + p₂) *ᵥ pairSource g lam ζ p₃ p₄ e₃ e₄)

/-- The diagram in which four photons meet at the quartic vertex. -/
def contact (g : Matrix n n ℂ) (lam ζ : ℂ) (e₁ e₂ e₃ e₄ : n → ℂ) : ℂ :=
  ∑ a, ∑ b, ∑ c, ∑ d, e₁ a * e₂ b * e₃ c * e₄ d * quarticVertex g lam ζ a b c d
```

The full amplitude numbers the photons from 0 to 3, so `p 0` is the $p_1$ of the derivation by hand. Its three exchange terms are the $s$, $t$ and $u$ channels.

```lean
/-- The four-photon tree amplitude: three exchange diagrams plus the contact diagram. -/
def treeAmplitude (g : Matrix n n ℂ) (lam ζ ξ : ℂ) (p e : Fin 4 → n → ℂ) : ℂ :=
  exchange g lam ζ ξ (p 0) (p 1) (p 2) (p 3) (e 0) (e 1) (e 2) (e 3)
  + exchange g lam ζ ξ (p 0) (p 2) (p 1) (p 3) (e 0) (e 2) (e 1) (e 3)
  + exchange g lam ζ ξ (p 0) (p 3) (p 1) (p 2) (e 0) (e 3) (e 1) (e 2)
  + contact g lam ζ (e 0) (e 1) (e 2) (e 3)
```

## Sources along the total momentum

The first lemma is the contraction of the cubic vertex. The step `split` separates the three tensor structures. Then `s₁` and `s₂` factor out $e_1\cdot p_1$ and $e_2\cdot p_2$, which vanish by hypothesis, and `s₃` collects $e_1\cdot e_2$.

```lean
omit [DecidableEq n] in
/-- Two transverse photons produce a source along their total momentum, proportional to the
product of their polarizations. -/
theorem pairSource_transverse (g : Matrix n n ℂ) (lam ζ : ℂ) (p₁ p₂ e₁ e₂ : n → ℂ)
    (h₁ : dot g e₁ p₁ = 0) (h₂ : dot g e₂ p₂ = 0) :
    pairSource g lam ζ p₁ p₂ e₁ e₂ = (2 * lam * ζ * dot g e₁ e₂) • (g *ᵥ (p₁ + p₂)) := by
  funext c
  have s₁ : ∑ a, ∑ b, (e₁ a * (g *ᵥ p₁) a) * (e₂ b * g b c)
      = dot g e₁ p₁ * ∑ b, e₂ b * g b c := by
    rw [dot, dotProduct, Finset.sum_mul_sum]
  have s₂ : ∑ a, ∑ b, (e₁ a * g c a) * (e₂ b * (g *ᵥ p₂) b)
      = (∑ a, e₁ a * g c a) * dot g e₂ p₂ := by
    rw [dot, dotProduct, Finset.sum_mul_sum]
  have s₃ : ∑ a, ∑ b, e₁ a * (g a b * e₂ b) = dot g e₁ e₂ := by
    simp only [dot, dotProduct, mulVec, Finset.mul_sum]
  -- split the contracted vertex into its three tensor structures
  have split : pairSource g lam ζ p₁ p₂ e₁ e₂ c = -(2 * lam * ζ) *
      (∑ a, ∑ b, (e₁ a * (g *ᵥ p₁) a) * (e₂ b * g b c)
        + ∑ a, ∑ b, (e₁ a * g c a) * (e₂ b * (g *ᵥ p₂) b)
        + (g *ᵥ (-(p₁ + p₂))) c * ∑ a, ∑ b, e₁ a * (g a b * e₂ b)) := by
    simp only [pairSource, cubicVertex, Finset.mul_sum, ← Finset.sum_add_distrib]
    refine Finset.sum_congr rfl fun a _ => Finset.sum_congr rfl fun b _ => ?_
    ring
  rw [split, s₁, s₂, s₃, h₁, h₂, mulVec_neg]
  simp only [Pi.neg_apply, Pi.smul_apply, smul_eq_mul]
  ring
```

The second lemma is the action of the propagator on $k$, stated as $k^2\,Dk=-i\xi k$. In its proof `hinv` raises the index again, which is where the invertibility of the metric is used, and `hkk` evaluates the $k^ak^b$ term.

```lean
/-- Acting on a source along its own momentum, the propagator returns that momentum
times `-iξ/k²`. -/
theorem propagator_longitudinal (g : Matrix n n ℂ) (hg : IsUnit g.det) (ξ : ℂ) (k : n → ℂ)
    (hk : dot g k k ≠ 0) :
    dot g k k • (propagator g ξ k *ᵥ (g *ᵥ k)) = (-Complex.I * ξ) • k := by
  have hinv : g⁻¹ *ᵥ (g *ᵥ k) = k := by
    rw [mulVec_mulVec, nonsing_inv_mul _ hg, one_mulVec]
  have hkk : vecMulVec k k *ᵥ (g *ᵥ k) = dot g k k • k := by
    funext i
    change ∑ j, (k i * k j) * (g *ᵥ k) j = (∑ j, k j * (g *ᵥ k) j) * k i
    rw [Finset.sum_mul]
    exact Finset.sum_congr rfl fun j _ => by ring
  rw [propagator, smul_mulVec, sub_mulVec, smul_mulVec, hinv, hkk]
  funext i
  simp only [Pi.smul_apply, Pi.sub_apply, smul_eq_mul]
  have c₁ : dot g k k * (-Complex.I / dot g k k) = -Complex.I := by field_simp
  have c₂ : (1 - ξ) / dot g k k * (dot g k k * k i) = (1 - ξ) * k i := by
    rw [← mul_assoc, div_mul_cancel₀ _ hk]
  rw [c₂]
  linear_combination (k i - (1 - ξ) * k i) * c₁
```

## The pole cancels in each channel

Here `h34` is momentum conservation in the form $p_3+p_4=-k$. The equation `hq` is $k\cdot Dk=-i\xi$, obtained by contracting the previous lemma with $k$ and cancelling $k^2\neq0$. Physically, this condition says that the internal photon is off its mass shell.

```lean
/-- For transverse photons and an internal momentum `k` with `k² ≠ 0`, an exchange diagram is a
constant times the product of `e₁·e₂` and `e₃·e₄`. -/
theorem exchange_eq (g : Matrix n n ℂ) (hg : IsUnit g.det) (lam ζ ξ : ℂ)
    (p₁ p₂ p₃ p₄ e₁ e₂ e₃ e₄ : n → ℂ) (hp : p₁ + p₂ + p₃ + p₄ = 0)
    (h₁ : dot g e₁ p₁ = 0) (h₂ : dot g e₂ p₂ = 0)
    (h₃ : dot g e₃ p₃ = 0) (h₄ : dot g e₄ p₄ = 0)
    (hk : dot g (p₁ + p₂) (p₁ + p₂) ≠ 0) :
    exchange g lam ζ ξ p₁ p₂ p₃ p₄ e₁ e₂ e₃ e₄
      = 4 * Complex.I * lam ^ 2 * ζ ^ 2 * ξ * (dot g e₁ e₂ * dot g e₃ e₄) := by
  have h34 : p₃ + p₄ = -(p₁ + p₂) := by linear_combination hp
  rw [exchange, pairSource_transverse g lam ζ p₁ p₂ e₁ e₂ h₁ h₂,
    pairSource_transverse g lam ζ p₃ p₄ e₃ e₄ h₃ h₄, h34]
  generalize p₁ + p₂ = k at hk ⊢
  -- the pole cancels between two longitudinal sources
  have hq : (g *ᵥ k) ⬝ᵥ (propagator g ξ k *ᵥ (g *ᵥ k)) = -Complex.I * ξ := by
    have h := congrArg (fun v => (g *ᵥ k) ⬝ᵥ v) (propagator_longitudinal g hg ξ k hk)
    simp only [dotProduct_smul, smul_eq_mul] at h
    have hc : (g *ᵥ k) ⬝ᵥ k = dot g k k := dotProduct_comm _ _
    rw [hc] at h
    exact mul_left_cancel₀ hk (by linear_combination h)
  simp only [mulVec_smul, mulVec_neg, smul_dotProduct, dotProduct_smul, dotProduct_neg,
    smul_eq_mul, hq]
  ring
```

## The contact diagram as a sum over pairings

The quartic vertex contracted with four polarizations gives $-4i\lambda^2\zeta\,\Sigma$. By hand this is read off at once; in Lean, the products of double sums are first written as fourfold sums and brought to a common order of summation.

```lean
omit [DecidableEq n] in
/-- The product of two polarization products written as one sum over four indices. -/
theorem dot_mul_dot (g : Matrix n n ℂ) (x y z w : n → ℂ) :
    dot g x y * dot g z w
      = ∑ a, ∑ b, ∑ c, ∑ d, (x a * (g a b * y b)) * (z c * (g c d * w d)) := by
  have h : ∀ u v : n → ℂ, dot g u v = ∑ a, ∑ b, u a * (g a b * v b) := fun u v => by
    simp only [dot, dotProduct, mulVec, Finset.mul_sum]
  rw [h x y, h z w]
  simp only [Finset.sum_mul]
  refine Finset.sum_congr rfl fun a _ => Finset.sum_congr rfl fun b _ => ?_
  rw [Finset.mul_sum]
  exact Finset.sum_congr rfl fun c _ => Finset.mul_sum _ _ _

omit [DecidableEq n] in
/-- The contact diagram is a sum over the three pairings of the polarizations. -/
theorem contact_eq (g : Matrix n n ℂ) (lam ζ : ℂ) (e₁ e₂ e₃ e₄ : n → ℂ) :
    contact g lam ζ e₁ e₂ e₃ e₄ = -(4 * Complex.I * lam ^ 2 * ζ) *
      (dot g e₁ e₂ * dot g e₃ e₄ + dot g e₁ e₃ * dot g e₂ e₄
        + dot g e₁ e₄ * dot g e₂ e₃) := by
  -- bring all pairings to the same order of summation
  have h₂ : dot g e₁ e₃ * dot g e₂ e₄ = ∑ a, ∑ b, ∑ c, ∑ d,
      (e₁ a * (g a c * e₃ c)) * (e₂ b * (g b d * e₄ d)) := by
    rw [dot_mul_dot]
    exact Finset.sum_congr rfl fun a _ => Finset.sum_comm
  have h₃ : dot g e₁ e₄ * dot g e₂ e₃ = ∑ a, ∑ b, ∑ c, ∑ d,
      (e₁ a * (g a d * e₄ d)) * (e₂ b * (g b c * e₃ c)) := by
    rw [dot_mul_dot]
    exact Finset.sum_congr rfl fun a _ =>
      Finset.sum_comm.trans (Finset.sum_congr rfl fun b _ => Finset.sum_comm)
  rw [h₂, h₃, dot_mul_dot]
  simp only [contact, quarticVertex, Finset.mul_sum, ← Finset.sum_add_distrib]
  refine Finset.sum_congr rfl fun a _ => Finset.sum_congr rfl fun b _ =>
    Finset.sum_congr rfl fun c _ => Finset.sum_congr rfl fun d _ => ?_
  ring
```

## The sum of all four diagrams

The next theorem keeps `ζ` and `ξ` independent. It applies `exchange_eq` once per channel, with momentum conservation reordered in `ht'` and `hu'`, and adds the contact term. The factor $\zeta\xi-1$ shows what remains if the vertices and the propagator are given inconsistent gauge parameters.

```lean
/-- The tree amplitude when the vertex parameter `ζ` and the propagator parameter `ξ` are
independent: for transverse polarizations and nonzero `s`, `t`, `u` it is proportional to `ζξ - 1`.
-/
theorem treeAmplitude_eq (g : Matrix n n ℂ) (hg : IsUnit g.det) (lam ζ ξ : ℂ)
    (p e : Fin 4 → n → ℂ) (hp : ∑ i, p i = 0) (he : ∀ i, dot g (e i) (p i) = 0)
    (hs : dot g (p 0 + p 1) (p 0 + p 1) ≠ 0) (ht : dot g (p 0 + p 2) (p 0 + p 2) ≠ 0)
    (hu : dot g (p 0 + p 3) (p 0 + p 3) ≠ 0) :
    treeAmplitude g lam ζ ξ p e = 4 * Complex.I * lam ^ 2 * ζ * (ζ * ξ - 1) *
      (dot g (e 0) (e 1) * dot g (e 2) (e 3) + dot g (e 0) (e 2) * dot g (e 1) (e 3)
        + dot g (e 0) (e 3) * dot g (e 1) (e 2)) := by
  have h : p 0 + p 1 + p 2 + p 3 = 0 := (Fin.sum_univ_four p).symm.trans hp
  have ht' : p 0 + p 2 + p 1 + p 3 = 0 := by linear_combination h
  have hu' : p 0 + p 3 + p 1 + p 2 = 0 := by linear_combination h
  rw [treeAmplitude, contact_eq,
    exchange_eq g hg lam ζ ξ _ _ _ _ _ _ _ _ h (he 0) (he 1) (he 2) (he 3) hs,
    exchange_eq g hg lam ζ ξ _ _ _ _ _ _ _ _ ht' (he 0) (he 2) (he 1) (he 3) ht,
    exchange_eq g hg lam ζ ξ _ _ _ _ _ _ _ _ hu' (he 0) (he 3) (he 1) (he 2) hu]
  ring
```

The hypothesis `hζ : ζ * ξ = 1` expresses that vertices and propagator come from the same gauge-fixing term; it also forces $\xi\neq0$. In words, the theorem says: for an invertible metric, four incoming momenta that sum to zero, polarizations transverse to their own momenta, and nonzero $s$, $t$ and $u$, the tree amplitude is zero.

```lean
/-- In the 't Hooft-Veltman gauge, with `ζ = 1/ξ`, the four-photon tree amplitude vanishes for
transverse polarizations and nonzero `s`, `t`, `u`. -/
theorem treeAmplitude_eq_zero (g : Matrix n n ℂ) (hg : IsUnit g.det) (lam ζ ξ : ℂ)
    (hζ : ζ * ξ = 1) (p e : Fin 4 → n → ℂ) (hp : ∑ i, p i = 0)
    (he : ∀ i, dot g (e i) (p i) = 0)
    (hs : dot g (p 0 + p 1) (p 0 + p 1) ≠ 0) (ht : dot g (p 0 + p 2) (p 0 + p 2) ≠ 0)
    (hu : dot g (p 0 + p 3) (p 0 + p 3) ≠ 0) :
    treeAmplitude g lam ζ ξ p e = 0 := by
  rw [treeAmplitude_eq g hg lam ζ ξ p e hp he hs ht hu, hζ]
  ring
```

The metric need not be symmetric, although a physical one is. The Feynman rules enter as definitions and are not derived from the Lagrangian. Configurations in which one of $s$, $t$, $u$ vanishes, such as exactly forward or backward scattering of real photons ($t=0$ or $u=0$), are excluded, and the theorem concerns four photons at tree level only.

## Right-angle scattering with nonzero diagrams

A concrete configuration shows that the hypotheses can be met by real photons and that the zero comes from a cancellation. Two photons of unit energy collide head-on along the third spatial axis and leave along the first. The final photons appear with reversed momenta, since all momenta count as incoming.

```lean
/-- The Minkowski metric with signature `(+,-,-,-)`. -/
def minkowski : Matrix (Fin 4) (Fin 4) ℂ := diagonal ![1, -1, -1, -1]

/-- Incoming momenta for head-on scattering of two photons through a right angle. -/
def beam : Fin 4 → Fin 4 → ℂ :=
  ![![1, 0, 0, 1], ![1, 0, 0, -1], ![-1, -1, 0, 0], ![-1, 1, 0, 0]]
```

All four photons have the same polarization, normal to the scattering plane, with $e\cdot e=-1$.

```lean
/-- Linear polarization perpendicular to the scattering plane. -/
def normalPol : Fin 4 → ℂ := ![0, 0, 1, 0]
```

The theorem confirms that the momenta are massless and conserved, that the polarization is transverse to each of them, and that $s=4$ and $t=u=-2$. Every product of two polarization products is then 1, so $\Sigma=3$ and the contact diagram is $-12i\lambda^2\zeta$. This is nonzero whenever $\lambda$ and $\zeta$ are, and for $\zeta\xi=1$ each exchange diagram supplies $4i\lambda^2\zeta$ to cancel it. The proof writes the Minkowski product in components (`hd`) and checks the entries.

```lean
/-- Right-angle scattering of massless photons polarized normal to the plane meets the kinematic
conditions, and its contact diagram is `-12iλ²ζ`. -/
theorem treeAmplitude_witness (lam ζ : ℂ) :
    IsUnit minkowski.det ∧ ∑ i, beam i = 0 ∧
    (∀ i, dot minkowski (beam i) (beam i) = 0) ∧
    (∀ i, dot minkowski normalPol (beam i) = 0) ∧
    dot minkowski (beam 0 + beam 1) (beam 0 + beam 1) = 4 ∧
    dot minkowski (beam 0 + beam 2) (beam 0 + beam 2) = -2 ∧
    dot minkowski (beam 0 + beam 3) (beam 0 + beam 3) = -2 ∧
    contact minkowski lam ζ normalPol normalPol normalPol normalPol
      = -12 * Complex.I * lam ^ 2 * ζ := by
  have hd : ∀ x y : Fin 4 → ℂ,
      dot minkowski x y = x 0 * y 0 - x 1 * y 1 - x 2 * y 2 - x 3 * y 3 := by
    intro x y
    simp [dot, minkowski, dotProduct, mulVec_diagonal, Fin.sum_univ_four]
    ring
  have hpp : dot minkowski normalPol normalPol = -1 := by
    rw [hd]; simp [normalPol]
  refine ⟨?_, ?_, ?_, ?_, ?_, ?_, ?_, ?_⟩
  · simp [minkowski, det_diagonal, Fin.prod_univ_four]
  · funext i
    fin_cases i <;> simp [beam, Fin.sum_univ_four]
  · intro i
    fin_cases i <;> simp [hd, beam]
  · intro i
    fin_cases i <;> simp [hd, beam, normalPol]
  · rw [hd]
    simp [beam]
    norm_num
  · rw [hd]
    simp [beam]
    norm_num
  · rw [hd]
    simp [beam]
    norm_num
  · rw [contact_eq, hpp]; ring

end

end HooftVeltmanGauge
```

```lean
#print axioms HooftVeltmanGauge.treeAmplitude_eq_zero
```

```
'HooftVeltmanGauge.treeAmplitude_eq_zero' depends on axioms: [propext, Classical.choice, Quot.sound]
```
